# Two-level angular momentum matrices all vanish or each square to 1/4

Let $J_x,J_y,J_z$ be complex square matrices, write $[A,B]=AB-BA$, and measure angular momentum in units of $\hbar$. The structure `IsAngularMomentum` collects three relations:

$$[J_x,J_y]=iJ_z,\qquad [J_y,J_z]=iJ_x,\qquad [J_z,J_x]=iJ_y.$$

In Lean, `I` is the imaginary unit, `•` multiplies a matrix by a number, and the finite type `n` labels the basis states.

```lean
import Mathlib

open Complex

namespace TwoLevelAngularMomentum

/-- Three complex square matrices obey the angular momentum commutation relations
`[Jx, Jy] = i Jz` and cyclic permutations. -/
structure IsAngularMomentum {n : Type*} [Fintype n] (Jx Jy Jz : Matrix n n ℂ) : Prop where
  xy : Jx * Jy - Jy * Jx = I • Jz
  yz : Jy * Jz - Jz * Jy = I • Jx
  zx : Jz * Jx - Jx * Jz = I • Jy
```

The Casimir operator is the total squared angular momentum, $J_x^2+J_y^2+J_z^2$.

```lean
/-- The Casimir operator `Jx² + Jy² + Jz²`. -/
def casimir {n : Type*} [Fintype n] (Jx Jy Jz : Matrix n n ℂ) : Matrix n n ℂ :=
  Jx * Jx + Jy * Jy + Jz * Jz
```

## The commutation relations fix the scale

The relations say that the components generate rotations. They treat the axes alike, so a result for $J_x$ passes to $J_y$ and $J_z$ by cyclic permutation. In the proof this is `cycle`.

All three are needed. Multiply $J_x$ and $J_y$ of a spin-1/2 triple by a common number $c$: the second and third relations survive, but the Casimir becomes $1/4+c^2/2$. The first relation then forces $c^2=1$.

```lean
/-- The commutation relations are unchanged when the axes are permuted cyclically. -/
theorem IsAngularMomentum.cycle {n : Type*} [Fintype n] {Jx Jy Jz : Matrix n n ℂ}
    (h : IsAngularMomentum Jx Jy Jz) : IsAngularMomentum Jy Jz Jx :=
  ⟨h.yz, h.zx, h.xy⟩
```

## Two levels turn each square into a number

The type `Fin 2` restricts the matrices to a two-dimensional state space. The derivation uses this once, for the square of a component. The trace of a commutator vanishes, so $i\,\mathrm{tr}\,J_x=\mathrm{tr}[J_y,J_z]=0$ and

$$J_x=\begin{pmatrix}a&b\\c&-a\end{pmatrix},\qquad J_x^2=(a^2+bc)\,1=-\det(J_x)\,1,$$

where $a,b,c$ are now matrix entries. `sq_eq_neg_det` follows the same route: it gets the trace from `h.yz`, then compares the four entries.

```lean
/-- On two levels the square of the first component is a number, namely minus its determinant. -/
theorem sq_eq_neg_det {Jx Jy Jz : Matrix (Fin 2) (Fin 2) ℂ}
    (h : IsAngularMomentum Jx Jy Jz) :
    Jx * Jx = (-Jx.det) • (1 : Matrix (Fin 2) (Fin 2) ℂ) := by
  -- a commutator has no trace
  have ht : Jx.trace = 0 := by
    have h1 := congrArg Matrix.trace h.yz
    rw [Matrix.trace_sub, Matrix.trace_mul_comm, sub_self, Matrix.trace_smul] at h1
    exact (smul_eq_zero.mp h1.symm).resolve_left I_ne_zero
  rw [Matrix.trace_fin_two] at ht
  have hd : Jx 1 1 = -Jx 0 0 := by linear_combination ht
  ext i j
  fin_cases i <;> fin_cases j <;>
    simp [Matrix.mul_apply, Fin.sum_univ_two, Matrix.det_fin_two, hd] <;> ring
```

By cyclic symmetry $J_y^2$ is also a number and commutes with $J_z$. Therefore

$$0=[J_y^2,J_z]=J_y[J_y,J_z]+[J_y,J_z]J_y=i(J_yJ_x+J_xJ_y),$$

so $J_x$ and $J_y$ anticommute. The `calc` block reads this chain from right to left, with `noncomm_ring` doing the expansion.

```lean
/-- On two levels the first two components anticommute. -/
theorem anticommute {Jx Jy Jz : Matrix (Fin 2) (Fin 2) ℂ}
    (h : IsAngularMomentum Jx Jy Jz) : Jx * Jy + Jy * Jx = 0 := by
  -- the square of `Jy` is a number, so it commutes with `Jz`
  have h2 : Jy * Jy * Jz = Jz * (Jy * Jy) := by
    rw [sq_eq_neg_det h.cycle, Matrix.smul_mul, Matrix.mul_smul, one_mul, mul_one]
  have h3 : I • (Jx * Jy + Jy * Jx) = 0 := by
    calc I • (Jx * Jy + Jy * Jx) = (I • Jx) * Jy + Jy * (I • Jx) := by
          rw [Matrix.mul_smul, Matrix.smul_mul, smul_add]
      _ = (Jy * Jz - Jz * Jy) * Jy + Jy * (Jy * Jz - Jz * Jy) := by rw [h.yz]
      _ = Jy * Jy * Jz - Jz * (Jy * Jy) := by noncomm_ring
      _ = 0 := by rw [h2, sub_self]
  exact (smul_eq_zero.mp h3).resolve_left I_ne_zero
```

## Commutator and anticommutator together give 1/4

Adding $J_xJ_y+J_yJ_x=0$ to the first commutation relation gives $2J_xJ_y=iJ_z$, hence $J_xJ_y=\tfrac i2J_z$. `mul_eq_half` takes half of each equation and adds them.

```lean
/-- On two levels the product `Jx * Jy`, in this order, is `i/2` times `Jz`. -/
theorem mul_eq_half {Jx Jy Jz : Matrix (Fin 2) (Fin 2) ℂ}
    (h : IsAngularMomentum Jx Jy Jz) : Jx * Jy = (I / 2) • Jz := by
  linear_combination (norm := module) (1 / 2 : ℂ) • h.xy + (1 / 2 : ℂ) • anticommute h
```

Cyclic permutation gives $J_zJ_x=\tfrac i2J_y$, and anticommutation turns this into $J_xJ_z=-\tfrac i2J_y$. Then

$$J_x^2J_y=\tfrac i2J_xJ_z=\tfrac i2\left(-\tfrac i2\right)J_y=\tfrac14J_y.$$

With $J_x^2=s\,1$, where $s=-\det J_x$, this reads $(s-\tfrac14)J_y=0$. Either $s=\tfrac14$, or $J_y=0$. In the second case $iJ_z=[J_x,0]=0$ and $iJ_x=[0,J_z]=0$, so everything vanishes. In `zero_or_sq` the quarter is `h4`, the product that must vanish is `h5`, and `rcases` separates the two cases.

```lean
/-- On two levels either all components vanish or the first one squares to `1/4`. -/
theorem zero_or_sq {Jx Jy Jz : Matrix (Fin 2) (Fin 2) ℂ}
    (h : IsAngularMomentum Jx Jy Jz) :
    (Jx = 0 ∧ Jy = 0 ∧ Jz = 0) ∨ Jx * Jx = (1 / 4 : ℂ) • 1 := by
  have hxz : Jx * Jz = -((I / 2) • Jy) := by
    rw [← mul_eq_half h.cycle.cycle]
    exact eq_neg_of_add_eq_zero_right (anticommute h.cycle.cycle)
  have hc : (I / 2) * (I / 2) = -(1 / 4 : ℂ) := by
    linear_combination (1 / 4 : ℂ) * I_mul_I
  -- multiplying twice by `Jx` returns a quarter of `Jy`
  have h4 : Jx * Jx * Jy = (1 / 4 : ℂ) • Jy := by
    rw [mul_assoc, mul_eq_half h, Matrix.mul_smul, hxz, smul_neg, smul_smul, hc,
      neg_smul, neg_neg]
  have hs := sq_eq_neg_det h
  have h5 : (-Jx.det - 1 / 4) • Jy = 0 := by
    rw [hs, Matrix.smul_mul, one_mul] at h4
    rw [sub_smul, h4, sub_self]
  rcases smul_eq_zero.mp h5 with h6 | h6
  · right
    rw [hs, sub_eq_zero.mp h6]
  · -- if one component vanishes, the commutators remove the other two
    left
    have hz := h.xy
    have hx := h.yz
    rw [h6, mul_zero, zero_mul, sub_self] at hz hx
    exact ⟨(smul_eq_zero.mp hx.symm).resolve_left I_ne_zero, h6,
      (smul_eq_zero.mp hz.symm).resolve_left I_ne_zero⟩
```

Applying this to each cyclic ordering gives the full alternative: all three matrices are zero, or all three squares equal $\tfrac14\,1$.

```lean
/-- Three complex 2×2 matrices with the angular momentum commutation relations are either
all zero or each square to `1/4`. -/
theorem zero_or_spin_half {Jx Jy Jz : Matrix (Fin 2) (Fin 2) ℂ}
    (h : IsAngularMomentum Jx Jy Jz) :
    (Jx = 0 ∧ Jy = 0 ∧ Jz = 0) ∨
      (Jx * Jx = (1 / 4 : ℂ) • 1 ∧ Jy * Jy = (1 / 4 : ℂ) • 1 ∧
        Jz * Jz = (1 / 4 : ℂ) • 1) := by
  rcases zero_or_sq h with h0 | hx
  · exact Or.inl h0
  rcases zero_or_sq h.cycle with ⟨hy, hz, hx0⟩ | hy
  · exact Or.inl ⟨hx0, hy, hz⟩
  rcases zero_or_sq h.cycle.cycle with ⟨hz, hx0, hy0⟩ | hz
  · exact Or.inl ⟨hx0, hy0, hz⟩
  exact Or.inr ⟨hx, hy, hz⟩
```

Summing the squares gives a Casimir of $0$ or $\tfrac34\,1$. The theorem attaches the vanishing of all components to the first case, so a zero Casimir occurs only for the zero triple. In quantum mechanics, with $j(j+1)$ as the Casimir value, a two-level space on which these relations hold carries either $j=0$ throughout or a single spin 1/2.

```lean
/-- On two levels the Casimir operator is either `0`, and then all components vanish,
or `3/4`. -/
theorem casimir_zero_or_three_quarters {Jx Jy Jz : Matrix (Fin 2) (Fin 2) ℂ}
    (h : IsAngularMomentum Jx Jy Jz) :
    (casimir Jx Jy Jz = 0 ∧ Jx = 0 ∧ Jy = 0 ∧ Jz = 0) ∨
      casimir Jx Jy Jz = (3 / 4 : ℂ) • 1 := by
  rcases zero_or_spin_half h with ⟨hx, hy, hz⟩ | ⟨hx, hy, hz⟩
  · left
    refine ⟨?_, hx, hy, hz⟩
    rw [casimir, hx, hy, hz, mul_zero, add_zero, add_zero]
  · right
    rw [casimir, hx, hy, hz]
    module
```

## Hermiticity is not assumed

Hermiticity would make the components observables with real measured values. Neither the derivation nor the proof takes an adjoint, so the conclusion holds without it. The triple below satisfies the relations although its $J_x$ is not Hermitian; it is spin 1/2 written in an orthogonal basis whose vectors have unequal lengths. The proof checks the relations entry by entry and refutes hermiticity by comparing the off-diagonal entries $1$ and $1/4$.

```lean
/-- An explicit two-level triple obeys the commutation relations although its first
component is not Hermitian. -/
theorem nonhermitian_witness :
    IsAngularMomentum !![0, 1; 1 / 4, 0] !![0, -I; I / 4, 0] !![1 / 2, 0; 0, -1 / 2] ∧
      ¬ (!![0, 1; 1 / 4, 0] : Matrix (Fin 2) (Fin 2) ℂ).IsHermitian := by
  refine ⟨⟨?_, ?_, ?_⟩, ?_⟩
  · ext i j
    fin_cases i <;> fin_cases j <;> simp <;> ring
  · ext i j
    fin_cases i <;> fin_cases j <;> simp <;> ring
  · ext i j
    fin_cases i <;> fin_cases j <;> simp <;> ring_nf
    -- the remaining entry contains the square of the imaginary unit
    simp [I_sq]
    ring
  · intro h
    have h1 := h.apply 0 1
    norm_num at h1
```

## With three levels the Casimir can be 2

Without the restriction to two levels the conclusion fails. The next triple is spin 1 in Cartesian form, and its Casimir is $2\cdot1$, matching $j(j+1)$ at $j=1$. The derivation breaks at its first step: $J_x$ is still traceless, but $J_x^2=\mathrm{diag}(0,1,1)$ is not a multiple of the identity. The relations and the Casimir are again verified entry by entry.

```lean
/-- An explicit three-level triple obeys the commutation relations and has Casimir
operator `2`. -/
theorem three_level_witness :
    IsAngularMomentum !![0, 0, 0; 0, 0, -I; 0, I, 0] !![0, 0, I; 0, 0, 0; -I, 0, 0]
        !![0, -I, 0; I, 0, 0; 0, 0, 0] ∧
      casimir !![0, 0, 0; 0, 0, -I; 0, I, 0] !![0, 0, I; 0, 0, 0; -I, 0, 0]
        !![0, -I, 0; I, 0, 0; 0, 0, 0] = (2 : ℂ) • 1 := by
  refine ⟨⟨?_, ?_, ?_⟩, ?_⟩
  all_goals
    ext i j
    fin_cases i <;> fin_cases j <;>
      simp [casimir, Matrix.mul_apply, Fin.sum_univ_succ, Matrix.one_apply] <;> norm_num

end TwoLevelAngularMomentum
```

```lean
#print axioms TwoLevelAngularMomentum.zero_or_spin_half
-- 'TwoLevelAngularMomentum.zero_or_spin_half' depends on axioms: [propext, Classical.choice, Quot.sound]
#print axioms TwoLevelAngularMomentum.casimir_zero_or_three_quarters
-- 'TwoLevelAngularMomentum.casimir_zero_or_three_quarters' depends on axioms: [propext, Classical.choice, Quot.sound]
```
